# For a fixed real symmetric Hamiltonian, the lowest energy on the rotation between two orthonormal orbitals is attained and has a closed form

A Newton step along a search direction can raise the energy it is meant to lower. Take the matrix \(H\) with rows \((1,2)\) and \((2,-2)\), start from \(\psi=(1,0)\), and rotate towards \(\varphi=(0,1)\), so that the trial orbital is \(\cos t\,\psi+\sin t\,\varphi\). At \(t=0\) the energy is \(1\), its slope is \(4\) and its curvature is \(-6\). The Newton step is therefore \(t=2/3\), where the energy is about \(1.80\). The lowest energy on this rotation is \(-3\).

No step needs to be guessed here. Now let \(H\) be any real symmetric matrix and \(\psi,\varphi\) any two real orthonormal orbitals. Write \(a=\langle\psi,H\psi\rangle\), \(b=\langle\varphi,H\varphi\rangle\) and \(c=\langle\psi,H\varphi\rangle\). The minimum over real \(t\) of the energy of \(\cos t\,\psi+\sin t\,\varphi\) is attained and equals

\[
\frac{a+b}{2}-R,\qquad R=\sqrt{\Big(\frac{a-b}{2}\Big)^2+c^2}.
\]

In band-by-band direct minimization this gives the exact line search for one real orbital, provided that \(H\) is held fixed during the search and that \(\varphi\) is orthogonal to every other band to which \(\psi\) must stay orthogonal.

## Orbitals, energy and rotation

```lean
import Mathlib

open Matrix

namespace BandLineSearch

noncomputable section

variable {n : Type*} [Fintype n]
```

The type `n` is a finite set of labels for the basis functions. An orbital is a real coefficient vector, written `n → ℝ`: one real number per label.

```lean
/-- The matrix element `⟨x, H y⟩` of a real Hamiltonian matrix. -/
def matElem (H : Matrix n n ℝ) (x y : n → ℝ) : ℝ := x ⬝ᵥ H *ᵥ y
```

This is the matrix element \(\langle x,Hy\rangle\) of two vectors. The symbol `*ᵥ` applies a matrix to a vector, and `⬝ᵥ` is the ordinary dot product, so the basis is taken to be orthonormal, with no overlap matrix.

```lean
/-- The energy `⟨x, H x⟩ / ⟨x, x⟩` of an orbital, for nonzero `x`. -/
def energy (H : Matrix n n ℝ) (x : n → ℝ) : ℝ := matElem H x x / (x ⬝ᵥ x)
```

The energy is the Rayleigh quotient \(\langle x,Hx\rangle/\langle x,x\rangle\). It does not presuppose a normalised orbital.

```lean
/-- Two real orbitals are normalised and orthogonal to each other. -/
def OrthonormalPair (ψ φ : n → ℝ) : Prop :=
  ψ ⬝ᵥ ψ = 1 ∧ φ ⬝ᵥ φ = 1 ∧ ψ ⬝ᵥ φ = 0
```

The pair satisfies \(\langle\psi,\psi\rangle=\langle\varphi,\varphi\rangle=1\) and \(\langle\psi,\varphi\rangle=0\). Such a pair requires at least two basis functions.

```lean
/-- The orbital `ψ` rotated towards the search direction `φ` by the angle `t`. -/
def rotated (ψ φ : n → ℝ) (t : ℝ) : n → ℝ := Real.cos t • ψ + Real.sin t • φ
```

This is the trial orbital \(\cos t\,\psi+\sin t\,\varphi\), with `•` for multiplication by a number.

```lean
/-- The quantity `√(((a - b)/2)² + c²)` for diagonal elements `a`, `b` and coupling `c`. -/
def halfGap (a b c : ℝ) : ℝ := Real.sqrt (((a - b) / 2) ^ 2 + c ^ 2)
```

`halfGap a b c` is the square root \(R\) above.

```lean
/-- The line-search energy `(a + b)/2 - √(((a - b)/2)² + c²)`. -/
def lineMin (a b c : ℝ) : ℝ := (a + b) / 2 - halfGap a b c
```

`lineMin a b c` is the candidate \((a+b)/2-R\). At this point it is only a formula; that it is a minimum has to be proved.

```lean
lemma halfGap_sq (a b c : ℝ) : halfGap a b c ^ 2 = ((a - b) / 2) ^ 2 + c ^ 2 :=
  Real.sq_sqrt (by positivity)
```

This lemma says \(R^2=((a-b)/2)^2+c^2\). Squaring undoes the root because a sum of squares is nonnegative.

```lean
lemma halfGap_nonneg (a b c : ℝ) : 0 ≤ halfGap a b c := Real.sqrt_nonneg _
```

And \(R\ge 0\). The inequalities below use only these two facts about \(R\). The definition itself is needed again when \(R\) is identified with the modulus of a complex number, and in the numerical example.

## The energy in the plane of the two orbitals

```lean
/-- The energy of a combination `x ψ + y φ` of two orthonormal orbitals, written with the
three matrix elements of `H` in their plane. -/
theorem energy_plane {H : Matrix n n ℝ} (hH : H.IsSymm) {ψ φ : n → ℝ}
    (h : OrthonormalPair ψ φ) (x y : ℝ) :
    energy H (x • ψ + y • φ) =
      (x ^ 2 * matElem H ψ ψ + 2 * x * y * matElem H ψ φ + y ^ 2 * matElem H φ φ)
        / (x ^ 2 + y ^ 2) := by
  obtain ⟨h1, h2, h3⟩ := h
  -- symmetry of `H` makes the two off-diagonal elements equal
  have hv : φ ᵥ* H = H *ᵥ φ := by
    rw [← Matrix.vecMul_transpose, hH.eq]
  have hs : φ ⬝ᵥ H *ᵥ ψ = ψ ⬝ᵥ H *ᵥ φ := by
    rw [Matrix.dotProduct_mulVec, hv, dotProduct_comm]
  have h4 : φ ⬝ᵥ ψ = 0 := by rw [dotProduct_comm, h3]
  have hnum : matElem H (x • ψ + y • φ) (x • ψ + y • φ) =
      x ^ 2 * matElem H ψ ψ + 2 * x * y * matElem H ψ φ + y ^ 2 * matElem H φ φ := by
    simp only [matElem, Matrix.mulVec_add, Matrix.mulVec_smul, add_dotProduct,
      dotProduct_add, smul_dotProduct, dotProduct_smul, smul_eq_mul]
    linear_combination x * y * hs
  have hden : (x • ψ + y • φ) ⬝ᵥ (x • ψ + y • φ) = x ^ 2 + y ^ 2 := by
    simp only [add_dotProduct, dotProduct_add, smul_dotProduct, dotProduct_smul,
      smul_eq_mul, h1, h2, h3, h4]
    ring
  rw [energy, hnum, hden]
```

A Lean theorem lists its hypotheses before the colon and its claim after it. Here `hH` says that \(H\) is symmetric and `h` that the pair is orthonormal; \(x\) and \(y\) are now real coefficients. Expanding gives

\[
\langle x\psi+y\varphi,H(x\psi+y\varphi)\rangle
=x^2a+xy\,\langle\psi,H\varphi\rangle+xy\,\langle\varphi,H\psi\rangle+y^2b .
\]

Symmetry makes the two middle elements equal, so together they give \(2xyc\). Orthonormality reduces the squared norm to \(x^2+y^2\). Hence the energy is

\[
\frac{x^2a+2xyc+y^2b}{x^2+y^2}.
\]

In the proof, `hs` is the equality of the off-diagonal elements, `hnum` the numerator and `hden` the denominator. The tactic `linear_combination` closes an equation by checking that it follows from known equations with the multipliers given.

```lean
/-- Along the rotation the energy is a constant plus a single harmonic in `2t`. -/
theorem energy_rotated {H : Matrix n n ℝ} (hH : H.IsSymm) {ψ φ : n → ℝ}
    (h : OrthonormalPair ψ φ) (t : ℝ) :
    energy H (rotated ψ φ t) = (matElem H ψ ψ + matElem H φ φ) / 2
      + (matElem H ψ ψ - matElem H φ φ) / 2 * Real.cos (2 * t)
      + matElem H ψ φ * Real.sin (2 * t) := by
  rw [rotated, energy_plane hH h, Real.cos_sq_add_sin_sq, div_one,
    Real.cos_two_mul, Real.sin_two_mul]
  linear_combination matElem H φ φ * Real.cos_sq_add_sin_sq t
```

Put \(x=\cos t\) and \(y=\sin t\), so that the denominator is \(1\). With \(\cos^2t=(1+\cos2t)/2\), \(\sin^2t=(1-\cos2t)/2\) and \(2\sin t\cos t=\sin2t\), the energy becomes

\[
E(t)=\frac{a+b}{2}+\frac{a-b}{2}\cos2t+c\,\sin2t .
\]

Lean rewrites the double angles in terms of \(\cos t\) and \(\sin t\), then uses \(b\) times \(\cos^2t+\sin^2t=1\) to match the two sides.

## The bound and the angles that reach it

```lean
/-- No nonzero combination of the two orbitals has an energy below the line-search energy. -/
theorem lineMin_le_energy_plane {H : Matrix n n ℝ} (hH : H.IsSymm) {ψ φ : n → ℝ}
    (h : OrthonormalPair ψ φ) {x y : ℝ} (hxy : x ≠ 0 ∨ y ≠ 0) :
    lineMin (matElem H ψ ψ) (matElem H φ φ) (matElem H ψ φ)
      ≤ energy H (x • ψ + y • φ) := by
  have hpos : 0 < x ^ 2 + y ^ 2 := by
    rcases hxy with hx | hy <;> positivity
  rw [energy_plane hH h, le_div_iff₀ hpos, lineMin]
  generalize matElem H ψ ψ = a
  generalize matElem H φ φ = b
  generalize matElem H ψ φ = c
  -- Cauchy-Schwarz for the vectors `((a-b)/2, c)` and `(x² - y², 2xy)`
  have hsq : ((a - b) / 2 * (x ^ 2 - y ^ 2) + c * (2 * x * y)) ^ 2
      ≤ (halfGap a b c * (x ^ 2 + y ^ 2)) ^ 2 := by
    rw [mul_pow, halfGap_sq]
    nlinarith [sq_nonneg ((a - b) / 2 * (2 * x * y) - c * (x ^ 2 - y ^ 2))]
  have habs := abs_le.mp
    (abs_le_of_sq_le_sq hsq (mul_nonneg (halfGap_nonneg a b c) hpos.le))
  linarith [habs.1]
```

The claim is that no nonzero vector in the plane has energy below \((a+b)/2-R\). The condition `hxy` excludes the zero vector, to which Lean's division by zero would assign energy \(0\).

Set \(d=(a-b)/2\), \(p=x^2-y^2\) and \(q=2xy\). The numerator of the energy is

\[
\frac{a+b}{2}(x^2+y^2)+dp+cq ,
\]

so it suffices to show \(dp+cq\ge-R(x^2+y^2)\). Since \(p^2+q^2=(x^2+y^2)^2\),

\[
(dp+cq)^2+(dq-cp)^2=(d^2+c^2)(p^2+q^2)=R^2(x^2+y^2)^2 .
\]

Dropping the second square gives \(|dp+cq|\le R(x^2+y^2)\), which contains the required bound.

The proof first multiplies through by the positive denominator. Then `generalize` replaces the three matrix elements by plain real numbers, since only algebra is left. The inequality between squares is `hsq`; the tactic `nlinarith`, which searches for proofs of polynomial inequalities, is handed the square \((dq-cp)^2\ge0\). `habs` takes the square roots.

```lean
/-- For symmetric `H` and orthonormal `ψ`, `φ`, put `a = ⟨ψ, H ψ⟩`, `b = ⟨φ, H φ⟩`, `c = ⟨ψ, H φ⟩`
and `R = √(((a - b)/2)² + c²)`. The energy of `cos t ψ + sin t φ` equals `(a + b)/2 - R` exactly
when `R cos 2t = (b - a)/2` and `R sin 2t = -c`. -/
theorem energy_eq_lineMin_iff {H : Matrix n n ℝ} (hH : H.IsSymm) {ψ φ : n → ℝ}
    (h : OrthonormalPair ψ φ) (t : ℝ) :
    energy H (rotated ψ φ t) = lineMin (matElem H ψ ψ) (matElem H φ φ) (matElem H ψ φ) ↔
      halfGap (matElem H ψ ψ) (matElem H φ φ) (matElem H ψ φ) * Real.cos (2 * t)
          = (matElem H φ φ - matElem H ψ ψ) / 2 ∧
      halfGap (matElem H ψ ψ) (matElem H φ φ) (matElem H ψ φ) * Real.sin (2 * t)
          = -matElem H ψ φ := by
  rw [energy_rotated hH h, lineMin]
  generalize matElem H ψ ψ = a
  generalize matElem H φ φ = b
  generalize matElem H ψ φ = c
  have hR := halfGap_sq a b c
  have hcs := Real.cos_sq_add_sin_sq (2 * t)
  generalize halfGap a b c = R at *
  generalize Real.cos (2 * t) = C at *
  generalize Real.sin (2 * t) = S at *
  constructor
  · intro e
    -- two squares add up to zero, so both vanish
    have key : (R * C + (a - b) / 2) ^ 2 + (R * S + c) ^ 2 = 0 := by
      linear_combination R ^ 2 * hcs + 2 * R * e - hR
    have h1 : R * C + (a - b) / 2 = 0 := by
      apply (pow_eq_zero_iff two_ne_zero).mp
      linarith [sq_nonneg (R * C + (a - b) / 2), sq_nonneg (R * S + c)]
    have h2 : R * S + c = 0 := by
      apply (pow_eq_zero_iff two_ne_zero).mp
      linarith [sq_nonneg (R * C + (a - b) / 2), sq_nonneg (R * S + c)]
    constructor <;> linarith
  · rintro ⟨h1, h2⟩
    linear_combination C * h1 + S * h2 - R * hcs
```

The symbol `↔` means "if and only if", and `∧` means "and". The angle \(t\) reaches the bound exactly when

\[
R\cos2t=\frac{b-a}{2}\quad\text{and}\quad R\sin2t=-c .
\]

With \(d\) as before, reaching the bound means \(d\cos2t+c\sin2t=-R\). If that holds, then

\[
(R\cos2t+d)^2+(R\sin2t+c)^2
=R^2+2R(d\cos2t+c\sin2t)+R^2=0 ,
\]

so both squares vanish, which is the pair of conditions. Conversely, inserting \(d=-R\cos2t\) and \(c=-R\sin2t\) gives \(d\cos2t+c\sin2t=-R(\cos^22t+\sin^22t)=-R\).

Lean abbreviates \(\cos2t\) and \(\sin2t\) to `C` and `S`, and `key` is the vanishing sum of squares. Nothing is divided by \(R\), so the degenerate case \(R=0\) is included: then \(a=b\) and \(c=0\), the energy is constant, and every angle qualifies.

```lean
/-- For symmetric `H` and orthonormal `ψ`, `φ`, the minimum over all real `t` of the energy of `cos
t ψ + sin t φ` is attained and equals `(a + b)/2 - √(((a - b)/2)² + c²)`, where `a = ⟨ψ, H ψ⟩`, `b =
⟨φ, H φ⟩` and `c = ⟨ψ, H φ⟩`. -/
theorem isLeast_line_search {H : Matrix n n ℝ} (hH : H.IsSymm) {ψ φ : n → ℝ}
    (h : OrthonormalPair ψ φ) :
    IsLeast (Set.range fun t : ℝ => energy H (rotated ψ φ t))
      (lineMin (matElem H ψ ψ) (matElem H φ φ) (matElem H ψ φ)) := by
  constructor
  · -- an optimal angle is half the argument of `(b - a)/2 - i c`
    obtain ⟨z, hre, him⟩ : ∃ z : ℂ, z.re = (matElem H φ φ - matElem H ψ ψ) / 2 ∧
        z.im = -matElem H ψ φ := ⟨⟨_, _⟩, rfl, rfl⟩
    have hz : halfGap (matElem H ψ ψ) (matElem H φ φ) (matElem H ψ φ) = ‖z‖ := by
      rw [← Real.sqrt_sq (norm_nonneg z), Complex.sq_norm, Complex.normSq_apply, hre, him,
        halfGap]
      congr 1
      ring
    refine ⟨z.arg / 2, (energy_eq_lineMin_iff hH h _).2 ?_⟩
    have h2 : 2 * (z.arg / 2) = z.arg := by ring
    rw [h2, hz, Complex.norm_mul_cos_arg, Complex.norm_mul_sin_arg]
    exact ⟨hre, him⟩
  · rintro _ ⟨t, rfl⟩
    refine lineMin_le_energy_plane hH h ?_
    rcases eq_or_ne (Real.cos t) 0 with hc | hc
    · right
      intro hs
      have h1 := Real.cos_sq_add_sin_sq t
      rw [hc, hs] at h1
      norm_num at h1
    · exact Or.inl hc
```

This is the exact line search. `Set.range` collects the energies \(E(t)\) for all real \(t\), and `IsLeast` says two things about the number \((a+b)/2-R\): it belongs to that set, and no member of the set is smaller. It is therefore an attained minimum and not merely an infimum.

For attainment, take the complex number \(z=(b-a)/2-ic\). Its modulus is \(R\), so \(z=R(\cos\theta+i\sin\theta)\) with \(\theta=\arg z\). Choosing \(t=\theta/2\) satisfies both conditions of the previous theorem. In the code, `hz` is the statement \(R=|z|\), and `z.arg / 2` is an optimal angle (not the only one, since adding \(\pi\) to \(t\) leaves the energy unchanged). For the lower bound, \(\cos t\) and \(\sin t\) never vanish together, so the bound for nonzero vectors applies.

The theorem concerns one real orbital and one direction in a finite basis. Complex coefficients and a Hamiltonian that changes with the orbital are not covered. In a self-consistent calculation the formula therefore describes the search with \(H\) frozen, not the full energy functional.

## When a rotation lowers the energy

```lean
lemma lineMin_lt_iff (a b c : ℝ) : lineMin a b c < a ↔ c ≠ 0 ∨ b < a := by
  have hR := halfGap_sq a b c
  have h0 := halfGap_nonneg a b c
  rw [lineMin]
  generalize halfGap a b c = R at *
  constructor
  · intro hlt
    by_contra hn
    simp only [ne_eq, not_or, not_not, not_lt] at hn
    obtain ⟨rfl, hab⟩ := hn
    have h1 : 0 < R - (b - a) / 2 := by linarith
    have h2 : 0 ≤ (b - a) / 2 := by linarith
    nlinarith [mul_pos h1 h1, mul_nonneg h2 h1.le]
  · rintro (hc | hab)
    · have hc2 : 0 < c ^ 2 := by positivity
      by_contra hn
      have h1 : 0 ≤ (b - a) / 2 - R := by linarith
      nlinarith [mul_nonneg h1 h1, mul_nonneg h0 h1]
    · linarith
```

For real numbers, \((a+b)/2-R<a\) holds exactly when \(c\neq0\) or \(b<a\). The inequality is the same as \(R>(b-a)/2\), which leaves three cases:

- If \(b<a\), the right side is negative and \(R\ge0\), so it holds.
- If \(c\neq0\), then \(R^2>((b-a)/2)^2\), so it holds.
- If \(c=0\) and \(b\ge a\), then \(R=(b-a)/2\), so it fails.

Lean treats the last two cases by contradiction, giving `nlinarith` the products of nonnegative quantities that replace the comparison of squares.

```lean
/-- For symmetric `H` and orthonormal `ψ`, `φ`, some rotation towards `φ` strictly lowers the energy
of `ψ` exactly when `H` couples the two orbitals or `φ` has the lower diagonal element. -/
theorem exists_lower_iff {H : Matrix n n ℝ} (hH : H.IsSymm) {ψ φ : n → ℝ}
    (h : OrthonormalPair ψ φ) :
    (∃ t : ℝ, energy H (rotated ψ φ t) < energy H ψ) ↔
      matElem H ψ φ ≠ 0 ∨ matElem H φ φ < matElem H ψ ψ := by
  have hψ : energy H ψ = matElem H ψ ψ := by rw [energy, h.1, div_one]
  rw [← lineMin_lt_iff, hψ]
  obtain ⟨⟨s, hs⟩, hlow⟩ := isLeast_line_search hH h
  constructor
  · rintro ⟨t, ht⟩
    exact lt_of_le_of_lt (hlow ⟨t, rfl⟩) ht
  · intro hlt
    exact ⟨s, lt_of_eq_of_lt hs hlt⟩
```

The symbol `∃` means "there exists". Some rotation strictly lowers the energy of \(\psi\) exactly when \(H\) couples the two orbitals or \(\varphi\) has the lower diagonal element. Because \(\psi\) is normalised, its energy is \(a\). If some \(E(t)<a\), the minimum is also below \(a\); if the minimum is below \(a\), the angle that attains it is the required rotation. The previous lemma turns this into the condition on \(a\), \(b\) and \(c\).

The second alternative is one that the slope alone does not detect. The slope of \(E\) at \(t=0\) is \(2c\), so with \(c=0\) and \(b<a\) a test of the gradient along \(\varphi\) reports convergence although a lower energy is available in the same plane.

## The two-level matrix from the start

```lean
/-- The two-level matrix with rows `(1, 2)` and `(2, -2)` is symmetric, its basis vectors are
orthonormal, and the line-search energy is `-3`. -/
theorem line_search_witness :
    (!![1, 2; 2, -2] : Matrix (Fin 2) (Fin 2) ℝ).IsSymm ∧
    OrthonormalPair (![1, 0] : Fin 2 → ℝ) ![0, 1] ∧
    lineMin (matElem !![1, 2; 2, -2] ![1, 0] ![1, 0])
      (matElem !![1, 2; 2, -2] ![0, 1] ![0, 1])
      (matElem !![1, 2; 2, -2] ![1, 0] ![0, 1]) = -3 := by
  refine ⟨?_, ?_, ?_⟩
  · refine Matrix.IsSymm.ext fun i j => ?_
    fin_cases i <;> fin_cases j <;> simp
  · simp [OrthonormalPair, dotProduct, Fin.sum_univ_succ]
  · have h1 : matElem !![1, 2; 2, -2] ![1, 0] ![1, 0] = 1 := by
      simp [matElem, Matrix.mulVec, dotProduct, Fin.sum_univ_succ]
    have h2 : matElem !![1, 2; 2, -2] ![0, 1] ![0, 1] = -2 := by
      simp [matElem, Matrix.mulVec, dotProduct, Fin.sum_univ_succ]
    have h3 : matElem !![1, 2; 2, -2] ![1, 0] ![0, 1] = 2 := by
      simp [matElem, Matrix.mulVec, dotProduct, Fin.sum_univ_succ]
    have h4 : halfGap 1 (-2) 2 = 5 / 2 := by
      rw [halfGap, show ((1 - (-2)) / 2) ^ 2 + 2 ^ 2 = (5 / 2 : ℝ) ^ 2 by norm_num]
      exact Real.sqrt_sq (by norm_num)
    rw [h1, h2, h3, lineMin, h4]
    norm_num

end

end BandLineSearch
```

The notation `!![1, 2; 2, -2]` lists a matrix by rows, and `![1, 0]` is a vector. The theorem confirms that this matrix is symmetric, that the two basis vectors are orthonormal, and that the formula gives \(-3\). Here \(a=1\), \(b=-2\) and \(c=2\), so

\[
R=\sqrt{\tfrac94+4}=\tfrac52,\qquad \frac{a+b}{2}-R=-\tfrac12-\tfrac52=-3 .
\]

The proof computes the three matrix elements as `h1`, `h2` and `h3`, and the square root as `h4`. Together with `isLeast_line_search`, this makes \(-3\) the attained minimum for the rotation on which the Newton step went uphill.

```lean
#print axioms BandLineSearch.exists_lower_iff
```

```
'BandLineSearch.exists_lower_iff' depends on axioms: [propext, Classical.choice, Quot.sound]
```
